# A nonnegative operator ordering exists for the Dresselhaus–Kip–Kittel Hamiltonian exactly when its bulk bands are nonnegative

The three-band Dresselhaus–Kip–Kittel Hamiltonian has diagonal entries $Lk_i^2+M(k^2-k_i^2)$ and off-diagonal entries $Nk_ik_j$. Take $L=4$, $M=1$, $N=4$. Its bulk bands are nonnegative at every wave vector. Now put the material in a finite region, replace $k$ by derivatives, and share the interband coefficient equally between the two operator orders. The envelope $(-y,x,0)$ then has kinetic energy density $-2$ everywhere in the region. If the boundary leaves the envelope free, its total kinetic energy is negative, although no bulk band is. In a heterostructure, such an ordering can produce spurious states at interfaces.

For these parameters a different ordering removes the negative density. The result below says for which $L,M,N$ such an ordering exists.

## Three real envelopes and their gradients

Let $\psi_j$, with $j=0,1,2$, be the envelopes of the $x$-, $y$- and $z$-like band-edge states, and let $Y_{ij}=\partial_i\psi_j$. For $i\neq j$ the ordered Hamiltonian has the entry $k_i\,a\,k_j+k_j\,b\,k_i$, where $a$ and $b$ may depend on position. Integration by parts turns it into the energy density

$$
Q(Y)=L\sum_i Y_{ii}^2+M\sum_{i\ne j}Y_{ij}^2+2a\sum_{i<j}Y_{ii}Y_{jj}+2b\sum_{i<j}Y_{ij}Y_{ji}.
$$

In the file $Q$ is `gradForm`, and `IsElliptic` means $Q(Y)\ge 0$ for every real $3\times3$ matrix $Y$. Strong ellipticity of a differential operator is a different condition: it tests only the gradients $Y_{ij}=k_iu_j$ of waves, and asks for $Q>0$ when $k$ and $u$ are nonzero. Here all gradients are tested, and zero is allowed. The matrix `bulkH` is the bulk Hamiltonian $H(k)$, in which $a$ and $b$ appear only through their sum $N=a+b$.

Restricting to real $Y$ loses nothing for real coefficients: a complex gradient contributes $Q(\mathrm{Re}\,Y)+Q(\mathrm{Im}\,Y)$. Energies are counted so that the bands curve upwards, so for valence bands the parameters are those of $-H$, with the free-electron term included. The model leaves out spin-orbit coupling and the linear-in-$k$ coupling to a conduction band, both of which a full Kane model includes.

```lean
import Mathlib

open Matrix

namespace KaneOperatorOrdering

/-- Energy density of a three-component envelope function with real gradient `Y`, where `Y i j`
is the derivative along `i` of component `j`. The coefficients `a` and `b` fix the operator
ordering of the interband term. -/
def gradForm (L M a b : ℝ) (Y : Matrix (Fin 3) (Fin 3) ℝ) : ℝ :=
  L * ∑ i, Y i i ^ 2 + M * ∑ i, ∑ j, (if i ≠ j then Y i j ^ 2 else 0)
    + 2 * a * ∑ i, ∑ j, (if i < j then Y i i * Y j j else 0)
    + 2 * b * ∑ i, ∑ j, (if i < j then Y i j * Y j i else 0)

/-- An ordering is called elliptic here if its energy density is nonnegative for every real
gradient. -/
def IsElliptic (L M a b : ℝ) : Prop :=
  ∀ Y : Matrix (Fin 3) (Fin 3) ℝ, 0 ≤ gradForm L M a b Y

/-- The bulk Dresselhaus-Kip-Kittel Hamiltonian at wave vector `k`, with diagonal entries
`L kᵢ² + M (k² - kᵢ²)` and off-diagonal entries `N kᵢ kⱼ`. -/
def bulkH (L M N : ℝ) (k : Fin 3 → ℝ) : Matrix (Fin 3) (Fin 3) ℝ :=
  Matrix.of fun i j =>
    if i = j then L * k i ^ 2 + M * (∑ l, k l ^ 2 - k i ^ 2) else N * k i * k j
```

## The bulk bands fix the sum $a+b=N$, not the split

Bulk band structure determines $N$ but not $a$ and $b$ separately. Since

$$
(\operatorname{tr}Y)^2-\operatorname{tr}Y^2=2\sum_{i<j}\left(Y_{ii}Y_{jj}-Y_{ij}Y_{ji}\right),
$$

moving $t$ from $b$ to $a$ adds $t\left((\operatorname{tr}Y)^2-\operatorname{tr}Y^2\right)$ to the density. For a gradient this is $t$ times a total divergence. It integrates to zero in a uniform crystal with periodic boundary conditions on the envelopes, but leaves interface terms where $t$ changes between layers.

```lean
/-- Moving an amount `t` from `b` to `a` changes the energy density by
`t ((tr Y)² - tr Y²)`. -/
theorem gradForm_reorder (L M a b t : ℝ) (Y : Matrix (Fin 3) (Fin 3) ℝ) :
    gradForm L M (a + t) (b - t) Y
      = gradForm L M a b Y + t * (Y.trace ^ 2 - (Y * Y).trace) := by
  simp [gradForm, Matrix.trace, Matrix.mul_apply, Fin.sum_univ_three]
  ring
```

A real wave with wave vector $k$ and polarisation $u$ has a gradient proportional to $Y_{ij}=k_iu_j$. Then $Y_{ii}Y_{jj}=k_iu_ik_ju_j=Y_{ij}Y_{ji}$, so $a$ and $b$ enter only through their sum:

$$
Q=\sum_j\left[Lk_j^2+M(k^2-k_j^2)\right]u_j^2+2(a+b)\sum_{i<j}k_ik_ju_iu_j=u\cdot H(k)u .
$$

In Lean, `vecMulVec k u` is this gradient. Both identities are proved by expanding the sums over three indices and calling `ring`.

```lean
/-- On the gradient `kᵢ uⱼ` the energy density is the quadratic form `u · H(k) u` of the bulk
Hamiltonian with `N = a + b`. The vector `u` need not be normalised. -/
theorem gradForm_planeWave (L M a b : ℝ) (k u : Fin 3 → ℝ) :
    gradForm L M a b (vecMulVec k u) = u ⬝ᵥ (bulkH L M (a + b) k *ᵥ u) := by
  simp [gradForm, bulkH, vecMulVec_apply, dotProduct, Matrix.mulVec, Fin.sum_univ_three]
  ring
```

Without the constraint $a+b=N$ the question would be trivial: for $L,M\ge0$ the choice $a=b=0$ always works. With it, one needs to know which $a$ and $b$ are tolerable, and a sum of squares shows this. The diagonal part of $Q$ is

$$
L\sum_iY_{ii}^2+2a\sum_{i<j}Y_{ii}Y_{jj}
=\frac{L-a}{3}\sum_{i<j}(Y_{ii}-Y_{jj})^2+\frac{L+2a}{3}(\operatorname{tr}Y)^2 .
$$

On the right, the coefficient of each $Y_{ii}^2$ is $\frac{2(L-a)+(L+2a)}{3}=L$, and that of each $Y_{ii}Y_{jj}$ is $\frac{-2(L-a)+2(L+2a)}{3}=2a$. Each off-diagonal pair gives

$$
M(Y_{ij}^2+Y_{ji}^2)+2bY_{ij}Y_{ji}=\frac{M+b}{2}(Y_{ij}+Y_{ji})^2+\frac{M-b}{2}(Y_{ij}-Y_{ji})^2 .
$$

Hence $Q\ge0$ whenever $-L/2\le a\le L$ and $-M\le b\le M$.

```lean
/-- The energy density as a combination of squares: differences and sum of the diagonal
gradients, and symmetric and antisymmetric parts of the off-diagonal ones. -/
theorem gradForm_eq_squares (L M a b : ℝ) (Y : Matrix (Fin 3) (Fin 3) ℝ) :
    gradForm L M a b Y =
      (L - a) / 3 * ((Y 0 0 - Y 1 1) ^ 2 + (Y 0 0 - Y 2 2) ^ 2 + (Y 1 1 - Y 2 2) ^ 2)
      + (L + 2 * a) / 3 * (Y 0 0 + Y 1 1 + Y 2 2) ^ 2
      + (M + b) / 2 * ((Y 0 1 + Y 1 0) ^ 2 + (Y 0 2 + Y 2 0) ^ 2 + (Y 1 2 + Y 2 1) ^ 2)
      + (M - b) / 2 * ((Y 0 1 - Y 1 0) ^ 2 + (Y 0 2 - Y 2 0) ^ 2 + (Y 1 2 - Y 2 1) ^ 2) := by
  simp [gradForm, Fin.sum_univ_three]
  ring
```

## $L\ge0$ and $M\ge0$: waves along [100]

$L$ is the curvature coefficient of the longitudinal band along [100], and $M$ that of the transverse bands. For $k=(1,0,0)$, the polarisations $(1,0,0)$ and $(0,1,0)$ give $u\cdot H(k)u=L$ and $M$. These are `h1` and `h2` in the proof below, which also tests the two waves that bound $N$.

Neither sign follows from the other three inequalities. With $L=-1$, $M=1$, $N=0$ only $L\ge0$ fails; with $L=2$, $M=-1$, $N=0$ only $M\ge0$ fails. In each case a [100] wave has negative energy, and no split can repair this because the wave does not see the split.

In the converse direction, $L\ge0$ makes the interval $[-L/2,L]$ for $a$ nonempty, and $M\ge0$ does the same for $[-M,M]$.

```lean
/-- If the bulk Hamiltonian has nonnegative expectation values at every wave vector, then
`L, M ≥ 0` and `-L/2 - M ≤ N ≤ L + M`. -/
theorem bounds_of_bulk {L M N : ℝ}
    (h : ∀ k u : Fin 3 → ℝ, 0 ≤ u ⬝ᵥ (bulkH L M N k *ᵥ u)) :
    0 ≤ L ∧ 0 ≤ M ∧ -L / 2 - M ≤ N ∧ N ≤ L + M := by
  -- longitudinal and transverse waves along [100], then [111] and [110]
  have h1 := h ![1, 0, 0] ![1, 0, 0]
  have h2 := h ![1, 0, 0] ![0, 1, 0]
  have h3 := h ![1, 1, 1] ![1, 1, 1]
  have h4 := h ![1, 1, 0] ![1, -1, 0]
  simp [bulkH, dotProduct, Matrix.mulVec, Fin.sum_univ_three] at h1 h2 h3 h4
  exact ⟨by linarith, by linarith, by linarith, by linarith⟩
```

## $-L/2-M\le N\le L+M$: waves along [111] and [110]

The interband coefficient mixes the three components, and these bounds limit how far the mixing may push a band down. For unit vectors $k$ and $u$ the two remaining tests read:

- With $k$ and $u$ both along [111], the energy is $(L+2M+2N)/3$. It is nonnegative exactly when $N\ge-L/2-M$. This is `h3`.
- With $k$ along [110] and $u$ along $[1\bar10]$, the energy is $(L+M-N)/2$. It is nonnegative exactly when $N\le L+M$. This is `h4`.

The code uses unnormalised vectors, which multiplies the two values by 9 and 4. If a bound is violated, the corresponding wave has negative energy under every ordering. For $L=M=1$, $N=3$ the [110] value is $-1/2$; for $L=2$, $M=1$, $N=-3$ the [111] value is $-2/3$.

Conversely, the bounds are what allow $N$ to be divided. Put as much of it into $a$ as $[-L/2,L]$ permits, and the remainder into $b$:

- If $N>L$, take $a=L$ and $b=N-L$. Then $0<b\le M$ by the upper bound.
- If $N<-L/2$, take $a=-L/2$ and $b=N+L/2$. Then $-M\le b<0$ by the lower bound.
- Otherwise take $a=N$ and $b=0$.

The proof has the same three cases. Its local statement `key` says that four nonnegative weights make the ordering elliptic; `positivity` proves it from the sum of squares, and `linarith` checks the weights in each case.

```lean
/-- If `L, M ≥ 0` and `-L/2 - M ≤ N ≤ L + M`, then some split `N = a + b` gives an elliptic
ordering. -/
theorem exists_elliptic_of_bounds {L M N : ℝ} (hL : 0 ≤ L) (hM : 0 ≤ M)
    (hlo : -L / 2 - M ≤ N) (hhi : N ≤ L + M) :
    ∃ a b : ℝ, a + b = N ∧ IsElliptic L M a b := by
  -- it suffices that all four weights in the sum of squares are nonnegative
  have key : ∀ a b : ℝ, 0 ≤ L - a → 0 ≤ L + 2 * a → 0 ≤ M + b → 0 ≤ M - b →
      IsElliptic L M a b := by
    intro a b h1 h2 h3 h4 Y
    rw [gradForm_eq_squares]
    positivity
  -- put as much of `N` into `a` as the diagonal part tolerates
  rcases lt_or_ge L N with h | h
  · exact ⟨L, N - L, by ring, key _ _ (by linarith) (by linarith) (by linarith) (by linarith)⟩
  · rcases lt_or_ge N (-L / 2) with h' | h'
    · exact ⟨-L / 2, N + L / 2, by ring,
        key _ _ (by linarith) (by linarith) (by linarith) (by linarith)⟩
    · exact ⟨N, 0, by ring, key _ _ (by linarith) (by linarith) (by linarith) (by linarith)⟩
```

## Nonnegative energy at every wave vector

The bulk condition in the next theorem is that $u\cdot H(k)u\ge0$ for all real $k$ and $u$. As $H(k)$ is real and symmetric, this says that none of its eigenvalues is negative. The quantifier over $k$ matters: along [100] the matrix is diagonal, so tests on that axis alone put no restriction on $N$.

If an elliptic split exists, evaluating $Q$ on $Y_{ij}=k_iu_j$ gives the bulk condition. If the bulk condition holds, the four waves give the inequalities, and the inequalities give a split. The first theorem joins these implications, and the second replaces the bulk condition by the inequalities.

```lean
/-- An elliptic ordering `N = a + b` exists if and only if the bulk Hamiltonian has nonnegative
expectation values at every wave vector. -/
theorem exists_elliptic_iff_bulk (L M N : ℝ) :
    (∃ a b : ℝ, a + b = N ∧ IsElliptic L M a b) ↔
      ∀ k u : Fin 3 → ℝ, 0 ≤ u ⬝ᵥ (bulkH L M N k *ᵥ u) := by
  constructor
  · rintro ⟨a, b, rfl, h⟩ k u
    rw [← gradForm_planeWave]
    exact h _
  · intro h
    obtain ⟨hL, hM, hlo, hhi⟩ := bounds_of_bulk h
    exact exists_elliptic_of_bounds hL hM hlo hhi

/-- An elliptic ordering `N = a + b` exists if and only if `L, M ≥ 0` and
`-L/2 - M ≤ N ≤ L + M`. -/
theorem exists_elliptic_iff (L M N : ℝ) :
    (∃ a b : ℝ, a + b = N ∧ IsElliptic L M a b) ↔
      0 ≤ L ∧ 0 ≤ M ∧ -L / 2 - M ≤ N ∧ N ≤ L + M := by
  constructor
  · intro h
    exact bounds_of_bulk ((exists_elliptic_iff_bulk L M N).1 h)
  · rintro ⟨hL, hM, hlo, hhi⟩
    exact exists_elliptic_of_bounds hL hM hlo hhi
```

For simulations of quantum wells or dots in this spinless three-band model, the inequalities can be checked material by material. Where they hold in every layer, choosing $a$ and $b$ by the rule above in each layer makes the kinetic energy density nonnegative throughout. This secures the sign only. The split also enters the matching conditions at interfaces, and nonnegativity does not show that the chosen split describes a real interface correctly.

## Which given splits are elliptic

The same squares settle a neighbouring question, in which $a$ and $b$ are prescribed: the ordering is elliptic if and only if $-L/2\le a\le L$ and $-M\le b\le M$. Sufficiency was seen above. For necessity, choose gradients that isolate one weight at a time:

- $\operatorname{diag}(1,-1,0)$ gives $Q=2(L-a)$.
- The identity matrix gives $Q=3(L+2a)$.
- $Y_{01}=Y_{10}=1$, with all other entries zero, gives $Q=2(M+b)$.
- $Y_{01}=1$, $Y_{10}=-1$, with all other entries zero, gives $Q=2(M-b)$.

The file contains one instance of this criterion, with the parameters from the start. The split $a=3$, $b=1$ satisfies it, while $a=b=2$ violates $b\le M$. The proof of failure uses the antisymmetric gradient, which belongs to the envelope $(-y,x,0)$ and gives $2(1-2)=-2$.

```lean
/-- For `L = 4`, `M = 1`, `N = 4` the split `a = 3`, `b = 1` is elliptic, while the symmetrized
split `a = b = 2` is not. -/
theorem symmetrized_can_fail : IsElliptic 4 1 3 1 ∧ ¬ IsElliptic 4 1 2 2 := by
  constructor
  · intro Y
    rw [gradForm_eq_squares]
    positivity
  · intro h
    -- a purely antisymmetric gradient has negative energy density
    have h1 := h !![0, 1, 0; -1, 0, 0; 0, 0, 0]
    rw [gradForm_eq_squares] at h1
    simp at h1
    norm_num at h1

end KaneOperatorOrdering
```

```lean
#print axioms KaneOperatorOrdering.gradForm_reorder
-- 'KaneOperatorOrdering.gradForm_reorder' depends on axioms: [propext, Classical.choice, Quot.sound]
#print axioms KaneOperatorOrdering.exists_elliptic_iff_bulk
-- 'KaneOperatorOrdering.exists_elliptic_iff_bulk' depends on axioms: [propext, Classical.choice, Quot.sound]
#print axioms KaneOperatorOrdering.exists_elliptic_iff
-- 'KaneOperatorOrdering.exists_elliptic_iff' depends on axioms: [propext, Classical.choice, Quot.sound]
#print axioms KaneOperatorOrdering.symmetrized_can_fail
-- 'KaneOperatorOrdering.symmetrized_can_fail' depends on axioms: [propext, Classical.choice, Quot.sound]
```
